# Square-gradient interface energy with $W\ge 0$: a lower bound, its equality case, and $\sqrt\lambda$ scaling

A density profile is represented here by two functions on a closed interval of finite length: the density $n$ and its gradient $p$. The gradient is required to be continuous up to both ends, where it is a one-sided derivative. The interval is a slab of material crossed by a planar interface, and all energies are energies per unit area.

The energy has two parts. The gradient term $\lambda n'^2/2$, with a constant coefficient $\lambda>0$, penalises rapid changes of density. The local term $W(n)$ is the energy density of uniform material at density $n$, measured from the straight line that touches the graph of that energy density at the two coexisting bulk densities. With this reference $W$ vanishes in both bulk phases, and $W\ge 0$ is a natural condition. For continuous $W\ge 0$ and $a<b$ the main result is

$$\int_a^b\Big(\tfrac{\lambda}{2}n'^2+W(n)\Big)dx\;\ge\;\sqrt{2\lambda}\int_{n(a)}^{n(b)}\sqrt{W(u)}\,du,$$

with equality exactly when $n'=\sqrt{2W(n)/\lambda}$ on all of $[a,b]$. A second result says that the optimal energy between two fixed densities, over all widths, is proportional to $\sqrt\lambda$.

For a one-dimensional orbital-free model whose energy consists of just these two terms, with constant $\lambda>0$ and continuous $W\ge0$, the bound gives a reference value against which the energy of a computed interface profile can be checked.

## Profiles and their energies

```lean
import Mathlib

open Set

namespace SquareGradientInterface

noncomputable section

/-- A density profile `n` on `[a, b]` with continuous gradient `p`
(one-sided at the two ends). -/
def IsProfile (n p : ℝ → ℝ) (a b : ℝ) : Prop :=
  (∀ x ∈ Icc a b, HasDerivWithinAt n (p x) (Icc a b) x) ∧ ContinuousOn p (Icc a b)
```

`IsProfile n p a b` is a statement about the two functions `n` and `p`. `Icc a b` is the closed interval $[a,b]$. The first half says that at each $x\in[a,b]$ the function $n$ has derivative $p(x)$, computed using only points of the interval; `HasDerivWithinAt` expresses this. The second half says that $p$ is continuous on $[a,b]$. For $a<b$ they say together that $n$ is $C^1$ on $[a,b]$ with $n'=p$; for $a=b$ they put no condition on the value $p(a)$. Values outside the interval play no role, and the density may be any real number, including a negative one.

```lean
/-- The square-gradient energy of a density `n` with gradient `p`: the integral of
`lam * p ^ 2 / 2 + W n` from `a` to `b`. -/
def energy (lam : ℝ) (W n p : ℝ → ℝ) (a b : ℝ) : ℝ :=
  ∫ x in a..b, (lam * p x ^ 2 / 2 + W (n x))
```

This is the energy functional

$$E_\lambda[n]=\int_a^b\Big(\tfrac{\lambda}{2}\,p(x)^2+W(n(x))\Big)dx .$$

The Lean name for $\lambda$ is `lam`. The definition accepts any functions; the conditions on $W$, $\lambda$ and the profile enter as hypotheses of the theorems.

```lean
/-- The energies of all profiles, of any positive width `L`, that lead from density `n₀`
to density `n₁`. -/
def interfaceEnergies (lam : ℝ) (W : ℝ → ℝ) (n₀ n₁ : ℝ) : Set ℝ :=
  {E | ∃ L > 0, ∃ n p : ℝ → ℝ, IsProfile n p 0 L ∧ n 0 = n₀ ∧ n L = n₁ ∧
    E = energy lam W n p 0 L}
```

This is the set of all energies $E_\lambda[n]$ obtained from profiles on $[0,L]$ with $n(0)=n_0$ and $n(L)=n_1$, where $L>0$ is free. The interface may choose its own width, but the width is always finite. I write $\mathcal E_\lambda$ for this set.

## Completing the square

```lean
/-- Completing the square in the energy density, for `lam > 0` and a local energy `w ≥ 0`. -/
theorem density_eq_square {lam w : ℝ} (hlam : 0 < lam) (hw : 0 ≤ w) (p : ℝ) :
    lam * p ^ 2 / 2 + w =
      √(2 * lam) * (√w * p) + lam / 2 * (p - √(2 * w / lam)) ^ 2 := by
  have h1 : √(2 * lam) * √w = lam * √(2 * w / lam) := by
    rw [← Real.sqrt_mul (by positivity),
      show 2 * lam * w = lam ^ 2 * (2 * w / lam) by field_simp,
      Real.sqrt_mul (sq_nonneg lam), Real.sqrt_sq hlam.le]
  have h2 : lam * √(2 * w / lam) ^ 2 = 2 * w := by
    rw [Real.sq_sqrt (by positivity)]
    field_simp
  linear_combination -p * h1 - h2 / 2
```

Here $w$ stands for the value of $W$ at one point and $p$ for the gradient there. Put $s=\sqrt{2w/\lambda}$. Expanding the square gives

$$\tfrac{\lambda}{2}(p-s)^2=\tfrac{\lambda}{2}p^2-\lambda s\,p+\tfrac{\lambda}{2}s^2 .$$

Two facts about $s$ simplify the right-hand side. First, $\lambda s=\sqrt{\lambda^2\cdot 2w/\lambda}=\sqrt{2\lambda}\,\sqrt w$. Second, $\lambda s^2=2w$. Hence

$$\tfrac{\lambda}{2}p^2+w=\sqrt{2\lambda}\,\sqrt w\,p+\tfrac{\lambda}{2}(p-s)^2 .$$

In the proof the two facts are `h1` and `h2`. The last line, `linear_combination`, tells Lean which multiples of them to add so that only an identity between polynomials remains.

## The energy as an end-point term plus a deviation

```lean
/-- For continuous `W ≥ 0`, `lam > 0` and `a ≤ b`, the energy of a profile is a term fixed by its
end densities plus `lam / 2` times the integrated squared deviation from `n' = √(2 W(n) / lam)`. -/
theorem energy_eq {lam a b : ℝ} {W n p : ℝ → ℝ} (hlam : 0 < lam) (hW : Continuous W)
    (hW0 : ∀ s, 0 ≤ W s) (hab : a ≤ b) (h : IsProfile n p a b) :
    energy lam W n p a b = √(2 * lam) * (∫ u in n a..n b, √(W u)) +
      ∫ x in a..b, lam / 2 * (p x - √(2 * W (n x) / lam)) ^ 2 := by
  have hn : ContinuousOn n (Icc a b) := fun x hx => (h.1 x hx).continuousWithinAt
  have hp := h.2
  have hWn : ContinuousOn (fun x => W (n x)) (Icc a b) := hW.comp_continuousOn hn
  -- change of variables from position to density
  have hcv : ∫ x in a..b, √(W (n x)) * p x = ∫ u in n a..n b, √(W u) := by
    refine intervalIntegral.integral_comp_mul_deriv'' (g := fun u => √(W u))
      (by rwa [uIcc_of_le hab]) ?_ (by rwa [uIcc_of_le hab]) hW.sqrt.continuousOn
    intro x hx
    rw [min_eq_left hab, max_eq_right hab] at hx
    exact ((h.1 x ⟨hx.1.le, hx.2.le⟩).hasDerivAt
      (Icc_mem_nhds hx.1 hx.2)).hasDerivWithinAt
  have c1 : ContinuousOn (fun x => √(2 * lam) * (√(W (n x)) * p x)) (Icc a b) :=
    continuousOn_const.mul (hWn.sqrt.mul hp)
  have c2 : ContinuousOn (fun x => lam / 2 * (p x - √(2 * W (n x) / lam)) ^ 2) (Icc a b) :=
    continuousOn_const.mul
      ((hp.sub ((continuousOn_const.mul hWn).div_const lam).sqrt).pow 2)
  rw [← hcv, ← intervalIntegral.integral_const_mul, ← intervalIntegral.integral_add
    (c1.intervalIntegrable_of_Icc hab) (c2.intervalIntegrable_of_Icc hab)]
  exact intervalIntegral.integral_congr fun x _ => density_eq_square hlam (hW0 _) (p x)
```

Read in ordinary notation, the theorem says that for $a\le b$

$$E_\lambda[n]=\sqrt{2\lambda}\int_{n(a)}^{n(b)}\sqrt{W(u)}\,du+\int_a^b\tfrac{\lambda}{2}\Big(n'-\sqrt{2W(n)/\lambda}\Big)^2dx .$$

To derive it, apply the pointwise identity with $w=W(n(x))$ and integrate over $x$. The cross term becomes $\sqrt{2\lambda}\int_a^b\sqrt{W(n(x))}\,n'(x)\,dx$. Let $F$ be an antiderivative of $\sqrt W$. By the chain rule the integrand is $\frac{d}{dx}F(n(x))$, so the integral is $F(n(b))-F(n(a))$, which is the integral of $\sqrt W$ from $n(a)$ to $n(b)$. The profile need not be monotone, because stretches on which $n$ goes back and forth cancel.

The change of variables is `hcv`. The library theorem that it calls asks for a derivative at interior points only, and there the one-sided condition of `IsProfile` is an ordinary derivative. The statements `c1` and `c2` record that both parts of the integrand are continuous, which allows the integral of the sum to be split. The final line applies `density_eq_square` at every $x$.

## The bound and its equality case

```lean
/-- For continuous `W ≥ 0`, `lam > 0` and `a < b`, the energy of a profile is at least
`√(2 lam)` times the integral of `√W` between its end densities, with equality if and only if
`n' = √(2 W(n) / lam)` throughout `[a, b]`. -/
theorem energy_bound {lam a b : ℝ} {W n p : ℝ → ℝ} (hlam : 0 < lam) (hW : Continuous W)
    (hW0 : ∀ s, 0 ≤ W s) (hab : a < b) (h : IsProfile n p a b) :
    √(2 * lam) * (∫ u in n a..n b, √(W u)) ≤ energy lam W n p a b ∧
    (energy lam W n p a b = √(2 * lam) * (∫ u in n a..n b, √(W u)) ↔
      ∀ x ∈ Icc a b, p x = √(2 * W (n x) / lam)) := by
  have hn : ContinuousOn n (Icc a b) := fun x hx => (h.1 x hx).continuousWithinAt
  have hE := energy_eq hlam hW hW0 hab.le h
  have hpos : ∀ x, 0 ≤ lam / 2 * (p x - √(2 * W (n x) / lam)) ^ 2 := fun x => by positivity
  have hI := intervalIntegral.integral_nonneg (μ := MeasureTheory.volume) hab.le
    (fun x _ => hpos x)
  refine ⟨by linarith, fun heq => ?_, fun heq => ?_⟩
  · -- a deviation at one point would cost a positive energy
    by_contra hne
    push Not at hne
    obtain ⟨x, hx, hxne⟩ := hne
    have hlt : 0 < ∫ x in a..b, lam / 2 * (p x - √(2 * W (n x) / lam)) ^ 2 :=
      intervalIntegral.integral_pos hab
        (continuousOn_const.mul ((h.2.sub ((continuousOn_const.mul
          (hW.comp_continuousOn hn)).div_const lam).sqrt).pow 2))
        (fun x _ => hpos x)
        ⟨x, hx, mul_pos (half_pos hlam)
          ((sq_nonneg _).lt_of_ne' (pow_ne_zero 2 (sub_ne_zero.mpr hxne)))⟩
    linarith
  · have h0 : ∫ x in a..b, lam / 2 * (p x - √(2 * W (n x) / lam)) ^ 2 =
        ∫ _x in a..b, (0 : ℝ) := by
      refine intervalIntegral.integral_congr fun x hx => ?_
      rw [uIcc_of_le hab.le] at hx
      simp [← heq x hx]
    rw [hE, h0, intervalIntegral.integral_zero, add_zero]
```

The conclusion has two parts joined by `∧`: the inequality, and an equivalence `↔` between equality of the energies and the first-order equation at every point of $[a,b]$.

The inequality follows because the deviation integral in `energy_eq` has a nonnegative integrand; this is `hI`, and `linarith` combines it with the identity `hE`.

Suppose next that the energy equals the bound. Then the deviation integral is zero. If the first-order equation failed at some $x$, the integrand would be positive at $x$ and, by continuity, positive on a small interval near $x$. The integral would then be positive, a contradiction. In Lean, `by_contra` starts this argument and `intervalIntegral.integral_pos` supplies the positive integral. Conversely, if the equation holds throughout, the integrand vanishes on $[a,b]$ and the energy equals the bound; this is the last block of the proof.

The strict inequality $a<b$ matters for the equivalence. On an interval of zero length both energies are zero, whatever value $p(a)$ has.

Squaring the first-order equation gives $\lambda n'^2/2=W(n)$: in a profile that reaches the bound, the gradient and local energy densities agree at every point. The equation also fixes a direction, since it requires $n'\ge 0$. For a profile with $n(b)<n(a)$ the integral on the right runs backwards and is at most zero, so the bound says little until the profile is reflected.

### Two profiles in numbers

Take $\lambda=2$ and $W(u)=u^2$ in dimensionless units. This $W$ has only one zero, so it illustrates the formulas and does not model two coexisting phases. For the linear profile $n(x)=x$ on $[0,1]$ the energy is

$$\int_0^1(1+x^2)\,dx=\tfrac43 ,$$

and the bound is $\sqrt4\int_0^1u\,du=1$. The difference is the deviation integral, $\int_0^1(1-x)^2dx=\tfrac13$.

The first-order equation for this $W$ and $n\ge0$ is $n'=n$. Its solution $n(x)=e^x$ on $[0,\ln2]$ leads from density $1$ to density $2$. The energy is $\int_0^{\ln2}2e^{2x}dx=3$, and the bound is $2\int_1^2u\,du=3$.

### A local energy below zero

Continuity of $W$ and a lower bound on its values are not enough for the inequality. Let $W(u)=-1$ for all $u$ and let $n$ be constant on $[0,1]$. The energy is $-1$. The integral on the right runs from a density to the same density, so it is $0$, and the inequality would read $0\le-1$. Physically, the local energy has been measured from the wrong zero, and uniform material lowers the total simply by occupying space.

## Stretching a profile

```lean
/-- Stretching a profile by a factor `c > 0` gives a profile, whose energy at gradient
coefficient `c ^ 2 * lam` is `c` times the original energy at `lam`. -/
theorem energy_stretch {c a b : ℝ} {n p : ℝ → ℝ} (hc : 0 < c) (lam : ℝ) (W : ℝ → ℝ)
    (h : IsProfile n p a b) :
    IsProfile (fun x => n (x / c)) (fun x => p (x / c) / c) (c * a) (c * b) ∧
    energy (c ^ 2 * lam) W (fun x => n (x / c)) (fun x => p (x / c) / c) (c * a) (c * b) =
      c * energy lam W n p a b := by
  have hm : MapsTo (fun x => x / c) (Icc (c * a) (c * b)) (Icc a b) := fun x hx =>
    ⟨(le_div_iff₀ hc).mpr (by linarith [hx.1]), (div_le_iff₀ hc).mpr (by linarith [hx.2])⟩
  refine ⟨⟨fun x hx => ?_, ?_⟩, ?_⟩
  · have hd : HasDerivWithinAt (fun y => y / c) (1 / c) (Icc (c * a) (c * b)) x :=
      ((hasDerivAt_id' x).div_const c).hasDerivWithinAt
    exact (HasDerivWithinAt.comp x (h.1 (x / c) (hm hx)) hd hm).congr_deriv
      (mul_one_div _ _)
  · exact (h.2.comp (continuous_id.div_const c).continuousOn hm).div_const c
  · -- substitute `x / c` for the position
    have hs := intervalIntegral.integral_comp_div (a := c * a) (b := c * b)
      (fun x => lam * p x ^ 2 / 2 + W (n x)) hc.ne'
    rw [mul_div_cancel_left₀ _ hc.ne', mul_div_cancel_left₀ _ hc.ne', smul_eq_mul] at hs
    have key : ∀ q : ℝ, c ^ 2 * lam * (q / c) ^ 2 = lam * q ^ 2 := fun q => by field_simp
    refine Eq.trans (intervalIntegral.integral_congr fun x _ => ?_) hs
    show c ^ 2 * lam * (p (x / c) / c) ^ 2 / 2 + W (n (x / c)) =
      lam * p (x / c) ^ 2 / 2 + W (n (x / c))
    rw [key]
```

For $c>0$ the stretched density is $n_c(x)=n(x/c)$ on $[ca,cb]$, with gradient $p(x/c)/c$. The theorem says that this is again a profile and that

$$E_{c^2\lambda}[n_c]=c\,E_\lambda[n].$$

The factor $c^2$ in the coefficient cancels the factor $1/c^2$ from the squared gradient, so the energy density at $x$ is the old one at $y=x/c$. Substituting $dx=c\,dy$ then produces the factor $c$. For the linear profile above and $c=2$, the new coefficient is $8$, the new profile is $x/2$ on $[0,2]$, and its energy is $\int_0^2(1+x^2/4)\,dx=\tfrac83$, twice the old value.

In the proof, `hm` checks that $x/c$ lies in $[a,b]$, `HasDerivWithinAt.comp` is the chain rule, `hs` is the substitution, and `key` is the cancellation of $c^2$. No condition on $W$ or on the sign of $\lambda$ is used.

## Scaling of the optimal energy

```lean
/-- If `σ` is the greatest lower bound of the interface energies at unit gradient coefficient,
then `√lam * σ` is the greatest lower bound at gradient coefficient `lam > 0`. -/
theorem optimal_energy_scaling {lam σ n₀ n₁ : ℝ} {W : ℝ → ℝ} (hlam : 0 < lam)
    (hσ : IsGLB (interfaceEnergies 1 W n₀ n₁) σ) :
    IsGLB (interfaceEnergies lam W n₀ n₁) (√lam * σ) := by
  have up : ∀ c > 0, ∀ μ E : ℝ, E ∈ interfaceEnergies μ W n₀ n₁ →
      c * E ∈ interfaceEnergies (c ^ 2 * μ) W n₀ n₁ := by
    rintro c hc μ E ⟨L, hL, n, p, h, h0, h1, rfl⟩
    have hs := energy_stretch hc μ W h
    rw [mul_zero] at hs
    refine ⟨c * L, mul_pos hc hL, _, _, hs.1, ?_, ?_, hs.2.symm⟩
    · show n (0 / c) = n₀
      rw [zero_div, h0]
    · show n (c * L / c) = n₁
      rw [mul_div_cancel_left₀ _ hc.ne', h1]
  have hc : 0 < √lam := Real.sqrt_pos.mpr hlam
  have hc2 : √lam ^ 2 = lam := Real.sq_sqrt hlam.le
  constructor
  · -- compress a profile at `lam` to one at unit coefficient
    intro E hE
    have h := up (√lam)⁻¹ (inv_pos.mpr hc) lam E hE
    rw [inv_pow, hc2, inv_mul_cancel₀ hlam.ne'] at h
    exact (le_inv_mul_iff₀ hc).mp (hσ.1 h)
  · -- stretch a profile at unit coefficient to one at `lam`
    intro m hm
    refine (inv_mul_le_iff₀ hc).mp (hσ.2 fun E hE => (inv_mul_le_iff₀ hc).mpr (hm ?_))
    have h := up (√lam) hc 1 E hE
    rwa [hc2, mul_one] at h

end

end SquareGradientInterface
```

`IsGLB S σ` says that $\sigma$ is the greatest lower bound, or infimum, of the set $S$. The theorem reads: if $\sigma=\inf\mathcal E_1$, then $\sqrt\lambda\,\sigma=\inf\mathcal E_\lambda$ for every $\lambda>0$, with $W$, $n_0$ and $n_1$ held fixed. An infimum is the right notion because a minimum may be missing. When $W\ge0$ is smooth and vanishes at a bulk density, a solution of the first-order equation cannot reach that density from another one within a finite length.

The existence of $\sigma$ is a hypothesis. It is satisfied for continuous $W\ge0$, since a linear profile shows that $\mathcal E_1$ is not empty and all its members are nonnegative. The value of $\sigma$ is left open: for such $W$, `energy_bound` gives $\sigma\ge\sqrt2\int_{n_0}^{n_1}\sqrt W\,du$, while equality would need profiles that come arbitrarily close to the bound, and none are constructed here.

The argument uses stretching in both directions. By the previous theorem, $E\in\mathcal E_\mu$ implies $cE\in\mathcal E_{c^2\mu}$; this is `up`.

- **$\sqrt\lambda\,\sigma$ is a lower bound.** Let $E\in\mathcal E_\lambda$. With $c=1/\sqrt\lambda$ we get $E/\sqrt\lambda\in\mathcal E_1$, so $\sigma\le E/\sqrt\lambda$, that is, $\sqrt\lambda\,\sigma\le E$.
- **No lower bound is greater.** Let $m$ be a lower bound of $\mathcal E_\lambda$. For each $E\in\mathcal E_1$, taking $c=\sqrt\lambda$ gives $\sqrt\lambda\,E\in\mathcal E_\lambda$, so $m/\sqrt\lambda\le E$. Hence $m/\sqrt\lambda\le\sigma$, that is, $m\le\sqrt\lambda\,\sigma$.

These are the two blocks after `constructor`. There `hσ.1` is the statement that $\sigma$ is a lower bound of $\mathcal E_1$, and `hσ.2` the statement that it is the greatest one. Since stretching changes the width, the argument relies on $\mathcal E_\lambda$ containing the energies of profiles of every positive width.

```lean
#print axioms SquareGradientInterface.energy_bound
#print axioms SquareGradientInterface.optimal_energy_scaling
```

```
'SquareGradientInterface.energy_bound' depends on axioms: [propext, Classical.choice, Quot.sound]
'SquareGradientInterface.optimal_energy_scaling' depends on axioms: [propext, Classical.choice, Quot.sound]
```
